# Equal amplitudes at every length fix the gauge between two uniform MPS of the same bond dimension, if the rows and columns of one span the bond space

Two sets of matrices can give a spin chain the same amplitudes, and how they are then related depends on whether one chain length is compared or all of them. Here all lengths are compared, including the empty chain, and each matrix product state (MPS) is uniform: the same matrices sit at every site, between two boundary vectors. For such states, two simulations may return different tensors for the same amplitudes. Under the spanning condition defined below, and at equal bond dimension, the difference is only a change of basis on the bond.

## Boundary vectors, strings and gauges

An MPS of bond dimension $D$ consists of a left vector $l$, a $D\times D$ matrix $A^s$ for each physical state $s$ of a site, and a right vector $r$. In the code, `σ` is the set of physical states and `n` is the set of bond indices, so $D$ is the size of `n`, which is not the chain length.

In Lean 4 with Mathlib:

```lean
import Mathlib

open Matrix

namespace MPSGauge

noncomputable section

/-- A uniform matrix product state with open ends: a left boundary vector, one matrix for each
physical state of a site, and a right boundary vector. -/
structure OpenMPS (σ n : Type*) where
  left : n → ℂ
  site : σ → Matrix n n ℂ
  right : n → ℂ
```

For a string $w=s_1\cdots s_L$, write $A^{(w)}=A^{s_1}\cdots A^{s_L}$, with $A^{(w)}=1$ for the empty string. Strings are lists, so $L$ is free.

```lean
variable {σ n ι : Type*} [Fintype n] [DecidableEq n]

namespace OpenMPS

/-- The ordered product of site matrices along a string of physical states. -/
def word (M : OpenMPS σ n) (w : List σ) : Matrix n n ℂ := (w.map M.site).prod
```

The string has a row vector $l^TA^{(w)}$, a column vector $A^{(w)}r$ and an amplitude $a(w)=l^TA^{(w)}r$. The transpose involves no complex conjugation, and the amplitudes are not normalised.

```lean
/-- The row vector `lᵀ A^(w)`. -/
def leftVec (M : OpenMPS σ n) (w : List σ) : n → ℂ := M.left ᵥ* M.word w

/-- The column vector `A^(w) r`. -/
def rightVec (M : OpenMPS σ n) (w : List σ) : n → ℂ := M.word w *ᵥ M.right

/-- The amplitude `lᵀ A^(w) r` of the string `w`. -/
def amp (M : OpenMPS σ n) (w : List σ) : ℂ := M.left ⬝ᵥ M.word w *ᵥ M.right
```

The condition `Spans` asks that the rows, taken over all strings, span $\mathbb C^D$, and that the columns do so too. Physically, no part of the bond space is idle: a nonzero bond vector always has a nonzero overlap with what some string produces from the left end, and likewise from the right.

```lean
/-- The rows `lᵀ A^(w)` span the bond space, and so do the columns `A^(w) r`. -/
def Spans (M : OpenMPS σ n) : Prop :=
  Submodule.span ℂ (Set.range M.leftVec) = ⊤ ∧ Submodule.span ℂ (Set.range M.rightVec) = ⊤
```

A gauge change is a change of bond basis by an invertible matrix $G$. The type `(Matrix n n ℂ)ˣ` contains exactly the invertible matrices, each stored with its inverse.

```lean
/-- The gauge change by an invertible `G`: `lᵀ ↦ lᵀ G`, `A^s ↦ G⁻¹ A^s G`, `r ↦ G⁻¹ r`. -/
def gauge (M : OpenMPS σ n) (G : (Matrix n n ℂ)ˣ) : OpenMPS σ n where
  left := M.left ᵥ* G.val
  site s := G⁻¹.val * M.site s * G.val
  right := G⁻¹.val *ᵥ M.right
```

Finally, a chosen family of strings gives a matrix of rows and a matrix of columns.

```lean
/-- The matrix whose rows are `lᵀ A^(w)` for a chosen family of strings. -/
def rowMat (M : OpenMPS σ n) (u : ι → List σ) : Matrix ι n ℂ := fun i => M.leftVec (u i)

/-- The matrix whose columns are `A^(w) r` for a chosen family of strings. -/
def colMat (M : OpenMPS σ n) (v : ι → List σ) : Matrix n ι ℂ := fun a j => M.rightVec (v j) a

end OpenMPS

open OpenMPS
```

## (a) Cutting a string in two

Show that the amplitude of a concatenated string $uv$ is a row vector times a column vector:
$$a(uv)=\bigl(l^TA^{(u)}\bigr)\bigl(A^{(v)}r\bigr).$$

**Solution.** The ordered product over $uv$ is the product over $u$ followed by the product over $v$, so $A^{(uv)}=A^{(u)}A^{(v)}$. Therefore $a(uv)=l^TA^{(u)}A^{(v)}r$, and bracketing the product in the middle gives the claim.

In the code, `h` is the factorisation of the matrix product, and the final rewriting moves the brackets.

```lean
/-- Cutting a string in two writes its amplitude as the row vector of the first part times the
column vector of the second. -/
theorem amp_append (M : OpenMPS σ n) (u v : List σ) :
    M.amp (u ++ v) = M.leftVec u ⬝ᵥ M.rightVec v := by
  have h : M.word (u ++ v) = M.word u * M.word v := by simp [word]
  rw [amp, leftVec, rightVec, h, ← Matrix.mulVec_mulVec, Matrix.dotProduct_mulVec M.left]
```

## (b) Adding a site on the left

Show that putting a site in state $s$ in front of $w$ acts on the column vector by one matrix:
$$A^{(sw)}r=A^s\bigl(A^{(w)}r\bigr).$$

**Solution.** By definition $A^{(sw)}=A^sA^{(w)}$. Apply both sides to $r$.

```lean
/-- Adding a site on the left multiplies the column vector by that site's matrix. -/
theorem rightVec_cons (M : OpenMPS σ n) (s : σ) (w : List σ) :
    M.rightVec (s :: w) = M.site s *ᵥ M.rightVec w := by
  simp [rightVec, word, Matrix.mulVec_mulVec]
```

## (c) What a gauge change does

Let $\tilde l^T=l^TG$, $\tilde A^s=G^{-1}A^sG$ and $\tilde r=G^{-1}r$. Show that for every string
$$\tilde l^T\tilde A^{(w)}=l^TA^{(w)}G,\qquad \tilde a(w)=a(w).$$

**Solution.** First, $\tilde A^{(w)}=G^{-1}A^{(w)}G$ by induction on the length. For the empty string this reads $1=G^{-1}G$. Adding a site gives
$$\tilde A^{(sw)}=G^{-1}A^sG\,G^{-1}A^{(w)}G=G^{-1}A^{(sw)}G.$$
Then $\tilde l^T\tilde A^{(w)}=l^TG\,G^{-1}A^{(w)}G=l^TA^{(w)}G$. Multiplying by $\tilde r=G^{-1}r$ cancels the last $G$ and leaves $a(w)$.

The steps `hw` and `hl` are the induction and the row formula; `ha` writes an amplitude as a row vector times the right boundary vector.

```lean
/-- A gauge change multiplies every row vector by `G` and leaves every amplitude unchanged. -/
theorem gauge_invariance (M : OpenMPS σ n) (G : (Matrix n n ℂ)ˣ) (w : List σ) :
    (M.gauge G).leftVec w = M.leftVec w ᵥ* G.val ∧ (M.gauge G).amp w = M.amp w := by
  -- the inner factors `G G⁻¹` cancel along the string
  have hw : (M.gauge G).word w = G⁻¹.val * M.word w * G.val := by
    induction w with
    | nil =>
      change (1 : Matrix n n ℂ) = G⁻¹.val * 1 * G.val
      rw [mul_one, Units.inv_mul]
    | cons s w ih =>
      have h (K : OpenMPS σ n) : K.word (s :: w) = K.site s * K.word w := by simp [word]
      rw [h, h, ih]
      change G⁻¹.val * M.site s * G.val * (G⁻¹.val * M.word w * G.val) = _
      simp only [mul_assoc, Units.mul_inv_cancel_left]
  have hl : (M.gauge G).leftVec w = M.leftVec w ᵥ* G.val := by
    change (M.left ᵥ* G.val) ᵥ* (M.gauge G).word w = (M.left ᵥ* M.word w) ᵥ* G.val
    rw [hw, Matrix.vecMul_vecMul, Matrix.vecMul_vecMul, mul_assoc, Units.mul_inv_cancel_left]
  have ha (K : OpenMPS σ n) : K.amp w = K.leftVec w ⬝ᵥ K.right := Matrix.dotProduct_mulVec _ _ _
  refine ⟨hl, ?_⟩
  rw [ha, ha, hl]
  change (M.leftVec w ᵥ* G.val) ⬝ᵥ (G⁻¹.val *ᵥ M.right) = _
  rw [← Matrix.dotProduct_mulVec, Matrix.mulVec_mulVec, Units.mul_inv, Matrix.one_mulVec]
```

## (d) Choosing an invertible matrix from a spanning family

Let the vectors $f_k$, possibly infinitely many, span $\mathbb C^D$. Show that $D$ of them, with labels $u_1,\dots,u_D$, can be chosen so that
$$\det F\neq0,\qquad F_{ij}=(f_{u_i})_j .$$

**Solution.** Pick members of the family one at a time, each outside the span of those already picked. The picked vectors stay linearly independent, so this stops after at most $D$ steps. When it stops, every $f_k$ lies in the span of the picked vectors, which is then all of $\mathbb C^D$. They form a basis, so there are $D$ of them, and a square matrix with independent rows is invertible.

In the code, `exists_linearIndependent'` supplies the independent subfamily with the same span, `b` is the basis it forms, and `e` matches its labels with the bond indices.

```lean
/-- From a family of vectors that spans the bond space one can pick as many as the bond dimension
so that they form the rows of an invertible matrix. -/
theorem exists_frame (f : ι → n → ℂ) (h : Submodule.span ℂ (Set.range f) = ⊤) :
    ∃ u : n → ι, IsUnit (Matrix.of fun i => f (u i)) := by
  obtain ⟨κ, a, -, hs, hl⟩ := exists_linearIndependent' ℂ f
  let b := Module.Basis.mk hl (by rw [hs, h])
  let e := b.indexEquiv (Pi.basisFun ℂ n)
  exact ⟨a ∘ e.symm, Matrix.linearIndependent_rows_iff_isUnit.mp (hl.comp _ e.symm.injective)⟩
```

## (e) Exactly one gauge

Let a second MPS of the same bond dimension have boundary vectors $l',r'$ and matrices $B^s$, and let $l^TA^{(w)}r=l'^TB^{(w)}r'$ for all strings $w$. Let the rows and the columns of the first MPS each span $\mathbb C^D$. Show that exactly one invertible $G$ satisfies
$$B^s=G^{-1}A^sG\ \text{ for all } s,\qquad l'^T=l^TG,\qquad r'=G^{-1}r.$$

**Solution.** By (d) there are strings $u_i$ whose rows $l^TA^{(u_i)}$ form an invertible matrix $P$, and strings $v_j$ whose columns $A^{(v_j)}r$ form an invertible matrix $Q$. Let $P'$ and $Q'$ be the matrices that the second MPS gives for the same strings. By (a) and (b), equality of the amplitudes of $u_iv_j$, $u_isv_j$, $v_j$ and $u_i$ gives, in this order,
$$PQ=P'Q',\quad PA^sQ=P'B^sQ',\quad l^TQ=l'^TQ',\quad Pr=P'r'.$$
The first equation gives $\det P'\det Q'=\det P\det Q\neq0$, so $P'$ and $Q'$ are invertible. It also allows the definition
$$G=P^{-1}P'=QQ'^{-1},\qquad G^{-1}=P'^{-1}P.$$
The other three equations now give
$$B^s=P'^{-1}PA^sQQ'^{-1}=G^{-1}A^sG,$$
$$l'^T=l^TQQ'^{-1}=l^TG,\qquad r'=P'^{-1}Pr=G^{-1}r.$$
For uniqueness, let $H$ be any gauge that does the same. By (c) it multiplies every row vector, so $P'=PH$ and $H=P^{-1}P'=G$.

In the theorem, `M` is the first MPS and `N` the second. Sharing the index type `n` makes their bond dimensions equal. The single equation `N = M.gauge G` contains all three relations, and `∃!` says that one such $G$ exists and no other. Spanning is assumed for `M` alone; the invertibility of $P'$ and $Q'$ supplies it for `N` along the way.

The four matrix identities are `e`, `es`, `el` and `er`. The determinant argument is `hd`, and `hG` equates the two expressions for $G$. The relations for $l'$, $B^s$ and $r'$ are `h1`, `h2` and `h3`, and the last block treats a competing gauge `H`.

```lean
/-- Let two MPS of equal bond dimension have the same amplitude for every string, and let the rows
and the columns of the first each span the bond space. Then exactly one invertible `G` turns the
first into the second. -/
theorem existsUnique_gauge (M N : OpenMPS σ n) (hM : M.Spans)
    (h : ∀ w, M.amp w = N.amp w) : ∃! G : (Matrix n n ℂ)ˣ, N = M.gauge G := by
  obtain ⟨u, hu⟩ := exists_frame _ hM.1
  obtain ⟨v, hv⟩ := exists_frame _ hM.2
  replace hu : IsUnit (M.rowMat u) := hu
  replace hv : IsUnit (M.colMat v) := by
    rw [Matrix.isUnit_iff_isUnit_det, ← Matrix.det_transpose] at hv ⊢
    rwa [Matrix.det_transpose] at hv
  -- equal amplitudes, read as matrix identities
  have e : M.rowMat u * M.colMat v = N.rowMat u * N.colMat v := by
    ext i j
    exact (amp_append M _ _).symm.trans ((h _).trans (amp_append N _ _))
  have es (s : σ) : M.rowMat u * (M.site s * M.colMat v)
      = N.rowMat u * (N.site s * N.colMat v) := by
    ext i j
    have h1 := h (u i ++ s :: v j)
    rw [amp_append, amp_append, rightVec_cons, rightVec_cons] at h1
    exact h1
  have el : M.left ᵥ* M.colMat v = N.left ᵥ* N.colMat v := funext fun j => h (v j)
  have er : M.rowMat u *ᵥ M.right = N.rowMat u *ᵥ N.right := by
    funext i
    have h1 := h (u i)
    rw [amp, amp, Matrix.dotProduct_mulVec, Matrix.dotProduct_mulVec] at h1
    exact h1
  -- hence the row and column matrices of the second MPS are invertible too
  have hd := hu.mul hv
  rw [e, Matrix.isUnit_iff_isUnit_det, Matrix.det_mul, IsUnit.mul_iff,
    ← Matrix.isUnit_iff_isUnit_det, ← Matrix.isUnit_iff_isUnit_det] at hd
  obtain ⟨p, hp⟩ := hu
  obtain ⟨q, hq⟩ := hv
  obtain ⟨⟨p', hp'⟩, ⟨q', hq'⟩⟩ := hd
  rw [← hp, ← hq, ← hp', ← hq'] at e
  simp only [← hp, ← hq, ← hp', ← hq'] at es
  rw [← hq, ← hq'] at el
  rw [← hp, ← hp'] at er
  have hG : p⁻¹ * p' = q * q'⁻¹ := by
    have e' : p * q = p' * q' := Units.ext e
    rw [inv_mul_eq_iff_eq_mul, ← mul_assoc, eq_mul_inv_iff_mul_eq, e']
  have hGi : (p⁻¹ * p')⁻¹ = p'⁻¹ * p := by rw [_root_.mul_inv_rev, inv_inv]
  refine ⟨p⁻¹ * p', ?_, ?_⟩
  · have h1 : N.left = M.left ᵥ* (p⁻¹ * p').val := by
      rw [hG, Units.val_mul, ← Matrix.vecMul_vecMul, el, Matrix.vecMul_vecMul, Units.mul_inv,
        Matrix.vecMul_one]
    have h2 : N.site = fun s => (p⁻¹ * p')⁻¹.val * M.site s * (p⁻¹ * p').val := by
      funext s
      rw [hGi, hG, Units.val_mul, Units.val_mul]
      calc N.site s = p'⁻¹.val * (p'.val * (N.site s * q'.val)) * q'⁻¹.val := by
            simp only [mul_assoc, Units.inv_mul_cancel_left, Units.mul_inv, mul_one]
        _ = _ := by rw [← es s]; simp only [mul_assoc]
    have h3 : N.right = (p⁻¹ * p')⁻¹.val *ᵥ M.right := by
      rw [hGi, Units.val_mul, ← Matrix.mulVec_mulVec, er, Matrix.mulVec_mulVec, Units.inv_mul,
        Matrix.one_mulVec]
    cases N
    simp only [OpenMPS.gauge, OpenMPS.mk.injEq]
    exact ⟨h1, h2, h3⟩
  · -- an `H` that turns `M` into `N` satisfies `p' = p * H` with `p` invertible, which fixes it
    intro H hH
    have h1 : p' = p * H := by
      apply Units.ext
      rw [Units.val_mul, hp', hp, hH]
      exact funext fun i => (gauge_invariance M H (u i)).1
    rw [h1, inv_mul_cancel_left]
```

The theorem assumes agreement at all lengths. A calculation at one fixed length compares only strings of that length, and agreement at the others has to come from elsewhere.

## (f) A two-dimensional example

Take $D=2$, physical states $0$ and $1$, and
$$A^0=1,\quad A^1=\begin{pmatrix}0&1\\0&0\end{pmatrix},\quad l=\begin{pmatrix}1\\0\end{pmatrix},\quad r=\begin{pmatrix}0\\1\end{pmatrix}.$$
Show that this MPS meets the condition used in (e):
$$\operatorname{span}\{l^TA^{(w)}\}=\operatorname{span}\{A^{(w)}r\}=\mathbb C^2 .$$

**Solution.** The empty string gives the row $(1,0)$ and the string $1$ gives the row $(1,0)A^1=(0,1)$. For the columns, the empty string gives $(0,1)^T$ and the string $1$ gives $A^1r=(1,0)^T$. Both families contain the two unit vectors, so both span.

Since $(A^1)^2=0$, the amplitude is $1$ when exactly one site is in state $1$, and $0$ otherwise. At length $L\ge1$ this is the W state, whose normalised nonzero amplitudes are $1/\sqrt L$.

```lean
/-- The MPS with `A⁰ = 1`, `A¹ = [[0,1],[0,0]]`, `l = (1,0)` and `r = (0,1)`. -/
def ladder : OpenMPS (Fin 2) (Fin 2) := ⟨![1, 0], ![1, !![0, 1; 0, 0]], ![0, 1]⟩
```

The auxiliary statement `key` expands any vector in the two unit vectors. It is applied once to the rows and once to the columns, with the strings `[]` and `[1]`.

```lean
/-- The rows and the columns of the MPS `ladder` each span the bond space. -/
theorem ladder_witness : ladder.Spans := by
  -- a family that contains both unit vectors spans
  have key (f : List (Fin 2) → Fin 2 → ℂ) (i j : List (Fin 2)) (hi : f i = ![1, 0])
      (hj : f j = ![0, 1]) : Submodule.span ℂ (Set.range f) = ⊤ := by
    refine eq_top_iff.mpr fun x _ => ?_
    have hx : x = x 0 • f i + x 1 • f j := by
      rw [hi, hj]
      ext a
      fin_cases a <;> simp
    rw [hx]
    exact Submodule.add_mem _ (Submodule.smul_mem _ _ (Submodule.subset_span ⟨i, rfl⟩))
      (Submodule.smul_mem _ _ (Submodule.subset_span ⟨j, rfl⟩))
  constructor
  · apply key _ [] [1] <;> ext a <;> fin_cases a <;>
      simp [leftVec, word, ladder, Matrix.vecMul, dotProduct, Fin.sum_univ_two, Matrix.one_apply]
  · apply key _ [1] [] <;> ext a <;> fin_cases a <;>
      simp [rightVec, word, ladder, Matrix.mulVec, dotProduct, Fin.sum_univ_two, Matrix.one_apply]

end

end MPSGauge
```

```lean
#print axioms MPSGauge.existsUnique_gauge
```

```
'MPSGauge.existsUnique_gauge' depends on axioms: [propext, Classical.choice, Quot.sound]
```
